# Permutation-symmetric states are ground states of the spin-1/2 Heisenberg model with ferromagnetic couplings

For \(N\) spins 1/2, in units with \(\hbar=1\), with Hamiltonian \(H=-\sum_{i<j}J_{ij}\,\mathbf S_i\cdot\mathbf S_j\) and all \(J_{ij}\ge 0\), the lowest eigenvalue is

\[
E_0=-\frac14\sum_{i<j}J_{ij}.
\]

Every nonzero state vector that all permutations of the spins leave exactly unchanged, without even a change of sign, is an eigenvector with this eigenvalue. If every \(J_{ij}\) is strictly positive, there are no other eigenvectors with this eigenvalue.

The real constants \(J_{ij}\) stand for the exchange interaction between localised electrons; a positive value favours parallel spins. They are given, and the reduction of a real magnet's interacting electrons to fixed spins with isotropic pair couplings is assumed. For a finite cluster of this kind with all \(J_{ij}\ge0\) and no applied field, \(E_0\) is a reference value for the lowest level found by exact diagonalisation.

In Lean 4 with Mathlib:

```lean
import Mathlib

open ComplexConjugate

namespace HeisenbergFerromagnet

noncomputable section
```

## Spins, couplings and energies

A configuration \(s\) assigns up (`true`) or down (`false`) to each site, and a state \(\psi\) assigns a complex amplitude to each configuration. States need not be normalised.

```lean
/-- State vectors of `N` spins 1/2: complex amplitudes on up/down configurations. -/
abbrev State (N : ℕ) := (Fin N → Bool) → ℂ
```

The spin operators are the usual spin-1/2 matrices with \(\hbar=1\), written as actions on amplitudes. They use the configuration with one spin reversed and the quantum number \(m_i=\pm\tfrac12\) of \(s_i\), called `mag`.

```lean
variable {N : ℕ}

/-- The configuration with the spin at site `i` reversed. -/
def flipSpin (i : Fin N) (s : Fin N → Bool) : Fin N → Bool :=
  Function.update s i (!s i)

/-- The magnetic quantum number: `1/2` for up (`true`), `-1/2` for down. -/
def mag (b : Bool) : ℂ := if b then 1 / 2 else -1 / 2

/-- The x component of the spin at site `i`. -/
def spinX (i : Fin N) : Module.End ℂ (State N) where
  toFun ψ s := 1 / 2 * ψ (flipSpin i s)
  map_add' φ ψ := by funext s; simp only [Pi.add_apply]; ring
  map_smul' c ψ := by
    funext s; simp only [Pi.smul_apply, smul_eq_mul, RingHom.id_apply]; ring

/-- The y component of the spin at site `i`. -/
def spinY (i : Fin N) : Module.End ℂ (State N) where
  toFun ψ s := -Complex.I * mag (s i) * ψ (flipSpin i s)
  map_add' φ ψ := by funext s; simp only [Pi.add_apply]; ring
  map_smul' c ψ := by
    funext s; simp only [Pi.smul_apply, smul_eq_mul, RingHom.id_apply]; ring

/-- The z component of the spin at site `i`. -/
def spinZ (i : Fin N) : Module.End ℂ (State N) where
  toFun ψ s := mag (s i) * ψ s
  map_add' φ ψ := by funext s; simp only [Pi.add_apply]; ring
  map_smul' c ψ := by
    funext s; simp only [Pi.smul_apply, smul_eq_mul, RingHom.id_apply]; ring
```

Products of operators are compositions.

```lean
/-- The scalar product `S_i · S_j` of two spin operators. -/
def spinDot (i j : Fin N) : Module.End ℂ (State N) :=
  spinX i * spinX j + spinY i * spinY j + spinZ i * spinZ j
```

A permutation \(\sigma\) of the sites acts by \((P_\sigma\psi)(s)=\psi(s\circ\sigma)\). We write \(P_{ij}\) for the exchange of sites \(i\) and \(j\), and \(s^{ij}\) for the configuration \(s\) with those two entries exchanged.

```lean
/-- The action of a permutation of the sites on state vectors. -/
def permute (σ : Equiv.Perm (Fin N)) : Module.End ℂ (State N) where
  toFun ψ s := ψ (s ∘ σ)
  map_add' _ _ := rfl
  map_smul' _ _ := rfl
```

Each pair is counted once, so only the entries of `J` with \(i<j\) matter. The number \(E_0\) is `alignedEnergy`.

```lean
/-- The pairs of sites `i < j`. -/
def bonds (N : ℕ) : Finset (Fin N × Fin N) := Finset.univ.filter fun p => p.1 < p.2

/-- The Heisenberg Hamiltonian `H = -∑_{i<j} J_ij S_i · S_j`. -/
def hamiltonian (J : Fin N → Fin N → ℝ) : Module.End ℂ (State N) :=
  -∑ p ∈ bonds N, (J p.1 p.2 : ℂ) • spinDot p.1 p.2

/-- The energy `-(∑_{i<j} J_ij)/4`. -/
def alignedEnergy (J : Fin N → Fin N → ℝ) : ℝ := -(∑ p ∈ bonds N, J p.1 p.2) / 4
```

Here `weight` is the squared norm \(\|\psi\|^2\), and `energy` is \(\langle\psi,H\psi\rangle\). The physical expectation value is their quotient, `energy` over `weight`.

```lean
/-- The squared norm of a state vector. -/
def weight (ψ : State N) : ℝ := ∑ s, ‖ψ s‖ ^ 2

/-- The unnormalised energy expectation `⟨ψ, Hψ⟩`. -/
def energy (J : Fin N → Fin N → ℝ) (ψ : State N) : ℂ :=
  ∑ s, conj (ψ s) * hamiltonian J ψ s
```

## (a) The scalar product as an exchange

Show that for \(i\ne j\)

\[
\mathbf S_i\cdot\mathbf S_j=\tfrac12P_{ij}-\tfrac14 .
\]

Let \(\bar s\) be \(s\) with both spins \(i\) and \(j\) reversed. The x, y and z terms give

\[
(\mathbf S_i\cdot\mathbf S_j\psi)(s)=\tfrac14\psi(\bar s)-m_im_j\psi(\bar s)+m_im_j\psi(s).
\]

For parallel spins \(m_im_j=\tfrac14\) and \(s^{ij}=s\), so both sides equal \(\tfrac14\psi(s)\). For antiparallel spins \(m_im_j=-\tfrac14\) and \(s^{ij}=\bar s\), so both sides equal \(\tfrac12\psi(\bar s)-\tfrac14\psi(s)\).

The proof splits into the same two cases. In each, `hs` identifies the exchanged configuration, and `linear_combination` uses \(m^2=\tfrac14\) and \(i^2=-1\), where this \(i\) is the imaginary unit.

```lean
/-- Dirac's exchange identity: on two different sites, `S_i · S_j` is half the exchange
of the two spins minus one quarter. -/
theorem spinDot_eq_exchange {i j : Fin N} (hij : i ≠ j) :
    spinDot i j = (1 / 2 : ℂ) • permute (Equiv.swap i j) - (1 / 4 : ℂ) • 1 := by
  refine LinearMap.ext fun ψ => funext fun s => ?_
  have hj : flipSpin i s j = s j := by simp [flipSpin, hij.symm]
  have e : spinDot i j ψ s = 1 / 2 * (1 / 2 * ψ (flipSpin j (flipSpin i s)))
      + -Complex.I * mag (s i) *
        (-Complex.I * mag (flipSpin i s j) * ψ (flipSpin j (flipSpin i s)))
      + mag (s i) * (mag (s j) * ψ s) := rfl
  have r : ((1 / 2 : ℂ) • permute (Equiv.swap i j)
      - (1 / 4 : ℂ) • (1 : Module.End ℂ (State N))) ψ s
      = 1 / 2 * ψ (s ∘ Equiv.swap i j) - 1 / 4 * ψ s := rfl
  have hm : ∀ b, mag b * mag b = 1 / 4 := by intro b; cases b <;> norm_num [mag]
  have hn : ∀ b, mag (!b) = -mag b := by intro b; cases b <;> norm_num [mag]
  by_cases h : s i = s j
  · -- parallel spins: the exchange does nothing
    have hs : s ∘ Equiv.swap i j = s := by
      funext k
      simp only [Function.comp_apply, Equiv.swap_apply_def]
      split_ifs with h1 h2 <;> simp_all
    rw [e, r, hs, hj, h]
    linear_combination (ψ s - ψ (flipSpin j (flipSpin i s))) * hm (s j)
      + mag (s j) ^ 2 * ψ (flipSpin j (flipSpin i s)) * Complex.I_sq
  · -- antiparallel spins: the exchange reverses both
    have h' : s j = !s i := by
      revert h; cases s i <;> cases s j <;> simp
    have hs : s ∘ Equiv.swap i j = flipSpin j (flipSpin i s) := by
      funext k
      by_cases h1 : k = i
      · rw [h1]; simp [flipSpin, hij, h']
      · by_cases h2 : k = j
        · rw [h2]; simp [flipSpin, hij.symm, h']
        · simp [flipSpin, Equiv.swap_apply_of_ne_of_ne h1 h2, h1, h2]
    rw [e, r, hs, hj, h', hn]
    linear_combination (ψ (flipSpin j (flipSpin i s)) - ψ s) * hm (s i)
      - mag (s i) ^ 2 * ψ (flipSpin j (flipSpin i s)) * Complex.I_sq
```

## (b) The Hamiltonian in terms of exchanges

Show that

\[
(H\psi)(s)=E_0\psi(s)+\sum_{i<j}\frac{J_{ij}}2\bigl(\psi(s)-\psi(s^{ij})\bigr).
\]

By (a), each pair contributes \(-J_{ij}\bigl(\tfrac12\psi(s^{ij})-\tfrac14\psi(s)\bigr)\), which equals

\[
-\tfrac14J_{ij}\psi(s)+\tfrac12J_{ij}\bigl(\psi(s)-\psi(s^{ij})\bigr).
\]

The first terms add up to \(E_0\psi(s)\). In the code, `h1` inserts (a), `h2` writes \(E_0\) as a sum over pairs, and the two sums are compared term by term.

```lean
/-- The Hamiltonian is the constant `-(∑ J_ij)/4` plus `J_ij/2` times
(identity minus exchange) for each pair. -/
theorem hamiltonian_apply (J : Fin N → Fin N → ℝ) (ψ : State N) (s : Fin N → Bool) :
    hamiltonian J ψ s = alignedEnergy J * ψ s + ∑ p ∈ bonds N,
      (J p.1 p.2 : ℂ) / 2 * (ψ s - ψ (s ∘ Equiv.swap p.1 p.2)) := by
  have h0 : hamiltonian J ψ s
      = -∑ p ∈ bonds N, (J p.1 p.2 : ℂ) * spinDot p.1 p.2 ψ s := by
    simp [hamiltonian, LinearMap.sum_apply, Finset.sum_apply]
  have h1 : ∀ p ∈ bonds N, spinDot p.1 p.2 ψ s
      = 1 / 2 * ψ (s ∘ Equiv.swap p.1 p.2) - 1 / 4 * ψ s := by
    intro p hp
    rw [spinDot_eq_exchange (ne_of_lt (Finset.mem_filter.mp hp).2)]
    rfl
  have h2 : (alignedEnergy J : ℂ) * ψ s = ∑ p ∈ bonds N, -(J p.1 p.2 : ℂ) / 4 * ψ s := by
    rw [← Finset.sum_mul, ← Finset.sum_div, Finset.sum_neg_distrib, alignedEnergy]
    push_cast
    rfl
  rw [h0, h2, ← Finset.sum_add_distrib, ← Finset.sum_neg_distrib]
  refine Finset.sum_congr rfl fun p hp => ?_
  rw [h1 p hp]
  ring
```

## (c) A squared norm from one exchange

Show that

\[
2\langle\psi,(1-P_{ij})\psi\rangle=\|\psi-P_{ij}\psi\|^2 .
\]

Put \(f(s)=\overline{\psi(s)}\,\bigl(\psi(s)-\psi(s^{ij})\bigr)\). Exchanging twice restores \(s\), so expanding the square gives

\[
|\psi(s)-\psi(s^{ij})|^2=f(s)+f(s^{ij}).
\]

Since \(s\mapsto s^{ij}\) only relabels the configurations, both terms have the same sum, \(\langle\psi,(1-P_{ij})\psi\rangle\). The expansion is `pt` and the relabelling is `hre`.

```lean
/-- For the exchange `P` of two spins, `2⟨ψ, (1 - P)ψ⟩ = ‖ψ - Pψ‖²`. -/
theorem exchange_form (i j : Fin N) (ψ : State N) :
    2 * ∑ s, conj (ψ s) * (ψ s - ψ (s ∘ Equiv.swap i j))
      = (weight (ψ - permute (Equiv.swap i j) ψ) : ℂ) := by
  have hinv : ∀ s : Fin N → Bool, (s ∘ Equiv.swap i j) ∘ Equiv.swap i j = s := by
    intro s; funext k; simp
  let f : (Fin N → Bool) → ℂ := fun s => conj (ψ s) * (ψ s - ψ (s ∘ Equiv.swap i j))
  -- relabelling the configurations leaves the sum unchanged
  have hre : ∑ s, f (s ∘ Equiv.swap i j) = ∑ s, f s :=
    Equiv.sum_comp (Function.Involutive.toPerm
      (fun s : Fin N → Bool => s ∘ Equiv.swap i j) hinv) f
  have pt : ∀ s, ((‖(ψ - permute (Equiv.swap i j) ψ) s‖ ^ 2 : ℝ) : ℂ)
      = f s + f (s ∘ Equiv.swap i j) := by
    intro s
    have h1 : (ψ - permute (Equiv.swap i j) ψ) s = ψ s - ψ (s ∘ Equiv.swap i j) := rfl
    rw [h1, Complex.ofReal_pow, ← Complex.conj_mul', map_sub]
    simp only [f, hinv s]
    ring
  change 2 * ∑ s, f s = _
  rw [weight, Complex.ofReal_sum, Finset.sum_congr rfl (fun s _ => pt s),
    Finset.sum_add_distrib, hre]
  ring
```

## (d) The energy as a sum of squares

Show that

\[
\langle\psi,H\psi\rangle=E_0\|\psi\|^2+\sum_{i<j}\frac{J_{ij}}4\|\psi-P_{ij}\psi\|^2 .
\]

Multiply (b) by \(\overline{\psi(s)}\) and sum over \(s\). The constant gives \(E_0\|\psi\|^2\). Interchanging the two sums (`Finset.sum_comm`) leaves \(\tfrac12J_{ij}\langle\psi,(1-P_{ij})\psi\rangle\) for each pair, and (c) supplies another factor \(\tfrac12\).

```lean
/-- The energy expectation is `-(∑ J_ij)/4` times the squared norm, plus
`J_ij/4` times the squared norm of `ψ - P_ij ψ` for each pair. -/
theorem energy_eq (J : Fin N → Fin N → ℝ) (ψ : State N) :
    energy J ψ = ((alignedEnergy J * weight ψ + ∑ p ∈ bonds N,
      J p.1 p.2 / 4 * weight (ψ - permute (Equiv.swap p.1 p.2) ψ) : ℝ) : ℂ) := by
  have h : ∀ s, conj (ψ s) * hamiltonian J ψ s
      = (alignedEnergy J : ℂ) * ((‖ψ s‖ ^ 2 : ℝ) : ℂ) + ∑ p ∈ bonds N,
        (J p.1 p.2 : ℂ) / 2 * (conj (ψ s) * (ψ s - ψ (s ∘ Equiv.swap p.1 p.2))) := by
    intro s
    rw [hamiltonian_apply, mul_add, Finset.mul_sum, Complex.ofReal_pow,
      ← Complex.conj_mul']
    congr 1
    · ring
    · exact Finset.sum_congr rfl fun p _ => by ring
  rw [energy, Finset.sum_congr rfl (fun s _ => h s), Finset.sum_add_distrib,
    Complex.ofReal_add]
  congr 1
  · rw [Complex.ofReal_mul, weight, Complex.ofReal_sum, Finset.mul_sum]
  · rw [Finset.sum_comm, Complex.ofReal_sum]
    refine Finset.sum_congr rfl fun p _ => ?_
    rw [← Finset.mul_sum, Complex.ofReal_mul, ← exchange_form, Complex.ofReal_div]
    push_cast
    ring
```

## (e) The sign of the squared norm

Show that \(\|\psi\|^2\ge0\). It is a sum of squares of real numbers.

```lean
/-- The squared norm is nonnegative. -/
theorem weight_nonneg (ψ : State N) : 0 ≤ weight ψ :=
  Finset.sum_nonneg fun _ _ => by positivity
```

## (f) States of norm zero

Show that \(\|\psi\|^2=0\) implies \(\psi=0\). A vanishing sum of non-negative terms has only zero terms, so every amplitude vanishes.

```lean
/-- Only the zero vector has squared norm zero. -/
theorem eq_zero_of_weight {ψ : State N} (h : weight ψ = 0) : ψ = 0 := by
  funext s
  have := (Finset.sum_eq_zero_iff_of_nonneg (fun _ _ => by positivity)).mp h s
    (Finset.mem_univ s)
  simpa using this
```

## (g) The energy of an eigenvector

Let \(H\psi=E\psi\) with \(E\) real. Show that

\[
\langle\psi,H\psi\rangle=E\|\psi\|^2 .
\]

Each configuration contributes \(\overline{\psi(s)}E\psi(s)=E|\psi(s)|^2\); sum over \(s\).

```lean
/-- An eigenvector with real eigenvalue `E` has energy expectation `E` times its
squared norm. -/
theorem energy_of_eigen {J : Fin N → Fin N → ℝ} {ψ : State N} {E : ℝ}
    (h : hamiltonian J ψ = (E : ℂ) • ψ) : energy J ψ = ((E * weight ψ : ℝ) : ℂ) := by
  rw [energy, h, Complex.ofReal_mul, weight, Complex.ofReal_sum, Finset.mul_sum]
  refine Finset.sum_congr rfl fun s _ => ?_
  rw [Complex.ofReal_pow, ← Complex.conj_mul']
  simp only [Pi.smul_apply, smul_eq_mul]
  ring
```

## (h) Symmetric states are eigenvectors

Let \(\psi\ne0\) satisfy \(P_\sigma\psi=\psi\) for all \(\sigma\). Show, for real couplings of any sign, that

\[
H\psi=E_0\psi .
\]

Symmetry gives \(\psi(s^{ij})=\psi(s)\), so every difference in (b) vanishes. Mathlib's `HasEigenvector` combines this equation with \(\psi\neq0\).

```lean
/-- A nonzero vector unchanged by every permutation of the spins is an eigenvector of the
Hamiltonian with eigenvalue `-(∑ J_ij)/4`. -/
theorem symmetric_eigenvector (J : Fin N → Fin N → ℝ) {ψ : State N} (hψ : ψ ≠ 0)
    (hsym : ∀ σ, permute σ ψ = ψ) :
    (hamiltonian J).HasEigenvector (alignedEnergy J : ℂ) ψ := by
  refine ⟨Module.End.mem_eigenspace_iff.mpr (funext fun s => ?_), hψ⟩
  have h : ∀ σ : Equiv.Perm (Fin N), ψ (s ∘ σ) = ψ s := fun σ => congrFun (hsym σ) s
  rw [hamiltonian_apply]
  simp [h]
```

## (i) The lowest eigenvalue

Let \(J_{ij}\ge0\) for all \(i<j\). Show that

\[
\min\{E\in\mathbb R: E\text{ is an eigenvalue of }H\}=E_0 .
\]

The constant function \(\psi(s)=1\) is nonzero and symmetric, so \(E_0\) is an eigenvalue by (h). Normalised by \(2^{-N/2}\), it is the state with all spins along \(+x\).

Conversely, let \(\psi\) be an eigenvector for \(E\). Equating (g) and (d) gives

\[
E\|\psi\|^2=E_0\|\psi\|^2+\sum_{i<j}\frac{J_{ij}}4\|\psi-P_{ij}\psi\|^2\ge E_0\|\psi\|^2 .
\]

Division by \(\|\psi\|^2>0\) yields \(E\ge E_0\). `IsLeast` requires exactly these two facts; `hpos` and `hsum` supply the two signs. The second half of the theorem restates (h).

```lean
/-- For couplings `J_ij ≥ 0` the lowest eigenvalue of the ferromagnet is `-(∑ J_ij)/4`,
and every nonzero permutation-symmetric vector is an eigenvector for it. -/
theorem ferromagnet_lowest_eigenvalue (J : Fin N → Fin N → ℝ)
    (hJ : ∀ i j, i < j → 0 ≤ J i j) :
    IsLeast {E : ℝ | (hamiltonian J).HasEigenvalue (E : ℂ)} (alignedEnergy J) ∧
    ∀ ψ : State N, ψ ≠ 0 → (∀ σ, permute σ ψ = ψ) →
      (hamiltonian J).HasEigenvector (alignedEnergy J : ℂ) ψ := by
  refine ⟨⟨?_, ?_⟩, fun ψ hψ hsym => symmetric_eigenvector J hψ hsym⟩
  · -- the constant function is symmetric and nonzero
    have h1 : (fun _ => 1 : State N) ≠ 0 := fun h =>
      one_ne_zero (congrFun h fun _ => true)
    exact Module.End.hasEigenvalue_of_hasEigenvector
      (symmetric_eigenvector J h1 fun _ => rfl)
  · intro E hE
    obtain ⟨ψ, hψ⟩ := Module.End.HasEigenvalue.exists_hasEigenvector hE
    have h := Complex.ofReal_injective
      ((energy_of_eigen hψ.apply_eq_smul).symm.trans (energy_eq J ψ))
    have hpos : 0 < weight ψ :=
      lt_of_le_of_ne (weight_nonneg ψ) fun h0 => hψ.2 (eq_zero_of_weight h0.symm)
    have hsum : 0 ≤ ∑ p ∈ bonds N,
        J p.1 p.2 / 4 * weight (ψ - permute (Equiv.swap p.1 p.2) ψ) :=
      Finset.sum_nonneg fun p hp => mul_nonneg
        (div_nonneg (hJ _ _ (Finset.mem_filter.mp hp).2) (by norm_num)) (weight_nonneg _)
    exact le_of_mul_le_mul_right (by linarith) hpos
```

## (j) All ground states for positive couplings

Let \(J_{ij}>0\) for all \(i<j\). Show that for \(\psi\ne0\)

\[
H\psi=E_0\psi\iff P_\sigma\psi=\psi\ \text{ for all }\sigma .
\]

One direction is (h). For the other, set \(E=E_0\) in the equality of (i): the sum over pairs vanishes. Its terms are non-negative and \(J_{ij}\neq0\), so \(\|\psi-P_{ij}\psi\|^2=0\), and (f) gives \(P_{ij}\psi=\psi\). This is `hlt`. Every permutation is a product of exchanges, so induction with `swap_induction_on` extends the invariance to all \(\sigma\). An open chain of three or more spins with positive couplings between nearest neighbours only has \(J_{ij}=0\) for the other pairs, so the theorem does not cover it. The equivalence still holds there, because the exchanges of neighbours already generate all permutations.

```lean
/-- If all couplings are strictly positive, the eigenvectors with eigenvalue
`-(∑ J_ij)/4` are exactly the nonzero permutation-symmetric vectors. -/
theorem ground_state_iff_symmetric (J : Fin N → Fin N → ℝ)
    (hJ : ∀ i j, i < j → 0 < J i j) (ψ : State N) :
    (hamiltonian J).HasEigenvector (alignedEnergy J : ℂ) ψ ↔
      ψ ≠ 0 ∧ ∀ σ, permute σ ψ = ψ := by
  refine ⟨fun hψ => ⟨hψ.2, ?_⟩, fun h => symmetric_eigenvector J h.1 h.2⟩
  have h := Complex.ofReal_injective
    ((energy_of_eigen hψ.apply_eq_smul).symm.trans (energy_eq J ψ))
  have hsum : ∑ p ∈ bonds N,
      J p.1 p.2 / 4 * weight (ψ - permute (Equiv.swap p.1 p.2) ψ) = 0 := by linarith
  -- a vanishing sum of nonnegative terms: every exchange fixes the state
  have hlt : ∀ i j, i < j → permute (Equiv.swap i j) ψ = ψ := by
    intro i j hij
    have hz := (Finset.sum_eq_zero_iff_of_nonneg (fun p hp => mul_nonneg
      (div_nonneg (hJ _ _ (Finset.mem_filter.mp hp).2).le (by norm_num))
      (weight_nonneg _))).mp hsum (i, j) (Finset.mem_filter.mpr ⟨Finset.mem_univ _, hij⟩)
    have hJ4 : J i j / 4 ≠ 0 := (div_pos (hJ i j hij) (by norm_num)).ne'
    exact (sub_eq_zero.mp (eq_zero_of_weight ((mul_eq_zero.mp hz).resolve_left hJ4))).symm
  -- exchanges generate all permutations
  intro σ
  induction σ using Equiv.Perm.swap_induction_on with
  | one => rfl
  | swap_mul f x y hxy ih =>
    have hc : permute (Equiv.swap x y * f) ψ
        = permute (Equiv.swap x y) (permute f ψ) := rfl
    rw [hc, ih]
    rcases lt_or_gt_of_ne hxy with h1 | h1
    · exact hlt x y h1
    · rw [Equiv.swap_comm]
      exact hlt y x h1

end

end HeisenbergFerromagnet
```

```lean
#print axioms HeisenbergFerromagnet.ferromagnet_lowest_eigenvalue
-- 'HeisenbergFerromagnet.ferromagnet_lowest_eigenvalue' depends on axioms: [propext, Classical.choice, Quot.sound]
#print axioms HeisenbergFerromagnet.ground_state_iff_symmetric
-- 'HeisenbergFerromagnet.ground_state_iff_symmetric' depends on axioms: [propext, Classical.choice, Quot.sound]
```

## Two spins with positive, negative and zero coupling

With sites numbered 0 and 1, the triplet has energy \(-J_{01}/4\) and the singlet \(+3J_{01}/4\). For \(J_{01}>0\) the three triplet states, which are the symmetric ones, lie lowest.

For \(J_{01}<0\) the singlet lies below \(E_0\), so the condition \(J_{ij}\ge0\) in (i) cannot simply be dropped. For \(J_{01}=0\) the antisymmetric singlet also has energy \(E_0=0\), so non-negative couplings alone do not give the equivalence in (j).

With no spin or one spin there are no pairs: \(H=0\), \(E_0=0\), and every state is symmetric.
